# Edelstein response of a free Rashba gas to a rigid Fermi-sea shift: constant above the band crossing

Take one spin-momentum-locked cone with energy $E=vk$, where $v>0$, filled to $\mu>0$. Its Fermi circle has radius $k=\mu/v$, and at momentum angle $t$ the expectation of $\sigma_y$ is $\cos t$. Shift the Fermi sea by a small $\delta$ along $x$. An angular element $dt$ of the circle gains the area $k\,\delta\cos t\,dt$, which is negative on the left. With $1/(4\pi^2)$ states per unit area of momentum space, the $\sigma_y$ density per unit shift is

$$\frac{k}{4\pi^2}\int_0^{2\pi}\cos^2 t\,dt=\frac{k}{4\pi}=\frac{\mu}{4\pi v}.$$

A Rashba gas with $\mu>0$, measured from the band crossing, has two such circles with opposite spin textures. When both shift by the same $\delta$, only the difference of their radii survives, and it does not depend on $\mu$.

The Edelstein effect is the spin polarisation driven by an electric field. Here the shift is given; its size, set by the field and by scattering, is not computed. The results hold for non-interacting electrons with the two-dimensional Hamiltonian below, at zero temperature, and can serve there as a check on numerical Fermi-surface integrals.

```lean
import Mathlib

open Real Matrix

namespace EdelsteinResponse

noncomputable section
```

## Hamiltonian and branches

The spin operators are Pauli matrices, so a spin in units of $\hbar$ is half the value computed here. The first is $\sigma_x$.

```lean
/-- The Pauli matrix `σ_x`. -/
def sigmaX : Matrix (Fin 2) (Fin 2) ℂ := !![0, 1; 1, 0]
```

The second is $\sigma_y$, the component that responds to a shift along $x$.

```lean
/-- The Pauli matrix `σ_y`. -/
def sigmaY : Matrix (Fin 2) (Fin 2) ℂ := !![0, -Complex.I; Complex.I, 0]
```

With $\hbar=1$, inverse mass $b$ and spin-orbit coupling $a$,

$$H=\tfrac{b}{2}k^2+a(k_x\sigma_y-k_y\sigma_x).$$

Rashba electrons of mass $m$ have $b=1/m$; the single cone has $b=0$ and $a=v$.

```lean
/-- Surface Hamiltonian `b k²/2 + a (k_x σ_y - k_y σ_x)` with inverse mass `b` and
spin-orbit coupling `a`, in units with `ħ = 1`. -/
def hamiltonian (b a kx ky : ℝ) : Matrix (Fin 2) (Fin 2) ℂ :=
  ((b * (kx ^ 2 + ky ^ 2) / 2 : ℝ) : ℂ) • (1 : Matrix (Fin 2) (Fin 2) ℂ)
    + (a : ℂ) • ((kx : ℂ) • sigmaY - (ky : ℂ) • sigmaX)
```

Put $z=i\cos t-\sin t$, a number of modulus 1. The spinor of branch $s=\pm1$ is $(1,\,sz)/\sqrt2$. Lean lets `s` be any real number, and theorems that need a true branch assume `s ^ 2 = 1`.

```lean
/-- The spinor of branch `s` at momentum angle `t`. -/
def spinor (s t : ℝ) : Fin 2 → ℂ :=
  ![((√2 : ℝ) : ℂ)⁻¹,
    ((√2 : ℝ) : ℂ)⁻¹ * (s * (Complex.I * (Real.cos t : ℝ) - (Real.sin t : ℝ)))]
```

Its energy is $E_s(k)=bk^2/2+sak$.

```lean
/-- The energy of branch `s` at radial momentum `k`. -/
def energy (b a s k : ℝ) : ℝ := b * k ^ 2 / 2 + s * a * k
```

The radial velocity is $v_s=dE_s/dk=bk+sa$, entered as a formula.

```lean
/-- The radial group velocity of branch `s` at radial momentum `k`. -/
def radialVelocity (b a s k : ℝ) : ℝ := b * k + s * a
```

The spin expectation is $\langle\sigma_y\rangle=\psi^\dagger\sigma_y\psi$. In Lean, `star` conjugates, `⬝ᵥ` is the dot product and `*ᵥ` applies a matrix to a vector.

```lean
/-- The expectation value of `σ_y` in the spinor of branch `s` at angle `t`. -/
def meanY (s t : ℝ) : ℝ := (star (spinor s t) ⬝ᵥ (sigmaY *ᵥ spinor s t)).re
```

## Response of one Fermi circle

Per unit shift along $x$, the occupation changes to first order by $v_x\,\delta(E-\mu)$, where $\delta(E-\mu)$ is the Dirac delta function, not the shift, and $v_x=v_s\cos t$. Integrating over $k$ turns the delta function into $1/|v_s|$ and leaves

$$\frac{k}{4\pi^2}\int_0^{2\pi}\langle\sigma_y\rangle\,\frac{v_s\cos t}{|v_s|}\,dt.$$

This is the definition in the file; the reduction from the delta function is made here by hand.

```lean
/-- The `σ_y` density from a Fermi circle of radius `k` on branch `s`, per unit shift of the
Fermi sea along `x`; the domain is nonzero radial velocity. -/
def circleResponse (b a s k : ℝ) : ℝ :=
  k / (4 * π ^ 2) * ∫ t in (0 : ℝ)..(2 * π),
    meanY s t * (radialVelocity b a s k * Real.cos t / |radialVelocity b a s k|)
```

In the direction $t$, the spin-orbit term is $ak\begin{pmatrix}0&\bar z\\z&0\end{pmatrix}$. Acting on $(1,sz)/\sqrt2$ it gives $ak(s,z)/\sqrt2=sak\,(1,sz)/\sqrt2$, because $|z|=1$ and $s^2=1$. The squared norm is $(1+s^2|z|^2)/2=1$. The proof checks each component with `linear_combination`, using $\cos^2t+\sin^2t=1$, $i^2=-1$ and $s^2=1$.

```lean
/-- On each branch `s = ±1` the spinor is normalized and is an eigenvector of the
Hamiltonian with the branch energy. -/
theorem spinor_eigen (b a k t : ℝ) {s : ℝ} (hs : s ^ 2 = 1) :
    star (spinor s t) ⬝ᵥ spinor s t = 1 ∧
    hamiltonian b a (k * Real.cos t) (k * Real.sin t) *ᵥ spinor s t
      = (energy b a s k : ℂ) • spinor s t := by
  have h : ((Real.cos t : ℝ) : ℂ) ^ 2 + ((Real.sin t : ℝ) : ℂ) ^ 2 = 1 := by
    exact_mod_cast Real.cos_sq_add_sin_sq t
  have hs' : (s : ℂ) ^ 2 = 1 := by exact_mod_cast hs
  have hc : (((√2 : ℝ) : ℂ)⁻¹) ^ 2 = 1 / 2 := by
    rw [inv_pow, ← Complex.ofReal_pow, Real.sq_sqrt (by norm_num)]
    norm_num
  constructor
  · simp [spinor, dotProduct, Fin.sum_univ_two, -Complex.ofReal_cos, -Complex.ofReal_sin]
    linear_combination 2 * hc + (((√2 : ℝ) : ℂ)⁻¹) ^ 2 * (s : ℂ) ^ 2 * h
      - (((√2 : ℝ) : ℂ)⁻¹) ^ 2 * (s : ℂ) ^ 2 * ((Real.cos t : ℝ) : ℂ) ^ 2 * Complex.I_sq
      + (((√2 : ℝ) : ℂ)⁻¹) ^ 2 * hs'
  · ext i
    fin_cases i
    · simp [hamiltonian, spinor, energy, sigmaX, sigmaY, Matrix.mulVec, dotProduct,
        Fin.sum_univ_two, -Complex.ofReal_cos, -Complex.ofReal_sin]
      linear_combination ((b : ℂ) * k ^ 2 / 2 + a * k * s) * ((√2 : ℝ) : ℂ)⁻¹ * h
        - (a : ℂ) * k * s * ((√2 : ℝ) : ℂ)⁻¹ * ((Real.cos t : ℝ) : ℂ) ^ 2 * Complex.I_sq
    · simp [hamiltonian, spinor, energy, sigmaX, sigmaY, Matrix.mulVec, dotProduct,
        Fin.sum_univ_two, -Complex.ofReal_cos, -Complex.ofReal_sin]
      linear_combination ((√2 : ℝ) : ℂ)⁻¹
          * (Complex.I * ((Real.cos t : ℝ) : ℂ) - ((Real.sin t : ℝ) : ℂ))
          * ((b : ℂ) * k ^ 2 * s / 2 * h - (a : ℂ) * k * hs')
```

For the spin,

$$\langle\sigma_y\rangle=\tfrac12(-isz+is\bar z)=s\cos t.$$

The theorem equates the full complex number with this real value, so taking the real part in `meanY` loses nothing.

```lean
/-- The spinor of branch `s` at angle `t` has `σ_y` expectation `s cos t`. -/
theorem spin_expectation (s t : ℝ) :
    star (spinor s t) ⬝ᵥ (sigmaY *ᵥ spinor s t) = ((s * Real.cos t : ℝ) : ℂ) := by
  have hc : (((√2 : ℝ) : ℂ)⁻¹) ^ 2 = 1 / 2 := by
    rw [inv_pow, ← Complex.ofReal_pow, Real.sq_sqrt (by norm_num)]
    norm_num
  simp [spinor, sigmaY, Matrix.mulVec, dotProduct, Fin.sum_univ_two,
    -Complex.ofReal_cos, -Complex.ofReal_sin]
  linear_combination 2 * (s : ℂ) * ((Real.cos t : ℝ) : ℂ) * hc
    - 2 * (((√2 : ℝ) : ℂ)⁻¹) ^ 2 * (s : ℂ) * ((Real.cos t : ℝ) : ℂ) * Complex.I_sq
```

The integrand is therefore $s\,(v_s/|v_s|)\cos^2t$. Since $\int_0^{2\pi}\cos^2t\,dt=\pi$, the circle contributes

$$\frac{sk}{4\pi}\,\mathrm{sign}(v_s).$$

The hypothesis `hv` excludes $v_s=0$, where the weight $1/|v_s|$ is singular. The proof rewrites the quotient as a sign, takes the constants out and applies `integral_cos_sq`.

```lean
/-- A Fermi circle contributes `s k/(4π)` times the sign `v/|v|` of its radial velocity. -/
theorem circleResponse_eq (b a s k : ℝ) (hv : radialVelocity b a s k ≠ 0) :
    circleResponse b a s k = s * k / (4 * π) * SignType.sign (radialVelocity b a s k) := by
  have hq : radialVelocity b a s k / |radialVelocity b a s k|
      = SignType.sign (radialVelocity b a s k) := by
    rw [div_eq_iff (abs_ne_zero.mpr hv), sign_mul_abs]
  have h : ∀ t, meanY s t * (radialVelocity b a s k * Real.cos t / |radialVelocity b a s k|)
      = (s * (SignType.sign (radialVelocity b a s k) : ℝ)) * Real.cos t ^ 2 := by
    intro t
    rw [meanY, spin_expectation, Complex.ofReal_re, ← hq]
    ring
  unfold circleResponse
  simp_rw [h]
  -- the integral of cos² over the full circle is π
  rw [intervalIntegral.integral_const_mul, integral_cos_sq]
  generalize (SignType.sign (radialVelocity b a s k) : ℝ) = q
  simp only [Real.sin_two_pi, Real.sin_zero, mul_zero, sub_zero, zero_add]
  field_simp
```

## Two Rashba circles above the crossing

Let $b=1/m$. Multiplying $E_s(k)=\mu$ by $2m$ and adding $(ma)^2$ gives

$$(k+sma)^2=(ma)^2+2m\mu.$$

The auxiliary identity `e` says that the two sides differ by $2m(E_s-\mu)$, which yields both directions.

```lean
/-- For a Rashba branch, the condition that the energy equals `μ` is a completed square. -/
theorem energy_eq_iff {m a s k mu : ℝ} (hm : 0 < m) (hs : s ^ 2 = 1) :
    energy m⁻¹ a s k = mu ↔ (k + s * (m * a)) ^ 2 = (m * a) ^ 2 + 2 * m * mu := by
  have e : (k + s * (m * a)) ^ 2 - ((m * a) ^ 2 + 2 * m * mu)
      = 2 * m * (energy m⁻¹ a s k - mu) := by
    have h1 : m⁻¹ * m = 1 := inv_mul_cancel₀ hm.ne'
    unfold energy
    linear_combination (m * a) ^ 2 * hs - k ^ 2 * h1
  constructor
  · intro h
    rw [h, sub_self, mul_zero] at e
    linarith
  · intro h
    rw [h, sub_self] at e
    have h2 := (mul_eq_zero.mp e.symm).resolve_left (by positivity)
    linarith
```

The same combination gives the velocity, $v_s=(k+sma)/m$.

```lean
/-- The radial velocity of a Rashba branch is `(k + s m a)/m`. -/
theorem radialVelocity_eq {m : ℝ} (hm : 0 < m) (a s k : ℝ) :
    radialVelocity m⁻¹ a s k = (k + s * (m * a)) / m := by
  rw [eq_div_iff hm.ne']
  have h1 : m⁻¹ * m = 1 := inv_mul_cancel₀ hm.ne'
  unfold radialVelocity
  linear_combination k * h1
```

Let $R=\sqrt{(ma)^2+2m\mu}$. For $\mu>0$ we have $R>|ma|$, so the root $k=-R-sma$ is negative and $k=R-sma$ is positive. Each branch thus has exactly one Fermi momentum. The proof excludes the wrong signs by contradiction, with `nlinarith`.

```lean
/-- For `μ > 0` each Rashba branch has exactly one Fermi momentum,
`√(m²a² + 2mμ) - s m a`. -/
theorem fermi_momentum_iff {m a s k mu : ℝ} (hm : 0 < m) (hmu : 0 < mu) (hs : s ^ 2 = 1) :
    (0 < k ∧ energy m⁻¹ a s k = mu) ↔ k = √((m * a) ^ 2 + 2 * m * mu) - s * (m * a) := by
  have hp : 0 < m * mu := mul_pos hm hmu
  have hsq : (s * (m * a)) ^ 2 = (m * a) ^ 2 := by rw [mul_pow, hs, one_mul]
  rw [energy_eq_iff hm hs]
  constructor
  · rintro ⟨hk, h⟩
    have hpos : 0 ≤ k + s * (m * a) := by
      by_contra hn
      push Not at hn
      nlinarith
    rw [← h, Real.sqrt_sq hpos]
    ring
  · intro h
    have hr := Real.sqrt_nonneg ((m * a) ^ 2 + 2 * m * mu)
    have hr2 := Real.sq_sqrt (show 0 ≤ (m * a) ^ 2 + 2 * m * mu by positivity)
    refine ⟨?_, ?_⟩
    · by_contra hn
      have hle : √((m * a) ^ 2 + 2 * m * mu) ≤ s * (m * a) := by linarith
      nlinarith
    · rw [h, sub_add_cancel, hr2]
```

On both circles $v_s=R/m>0$, so both signs are $+1$:

$$\frac{(R-ma)-(R+ma)}{4\pi}=-\frac{ma}{2\pi}.$$

The theorem takes any positive `kp` and `km` at energy $\mu$ on the branches $s=+1$ and $s=-1$; the preceding result supplies their values. The coupling $a$ may be any real number, and $a=0$ gives zero.

```lean
/-- For `μ > 0` the two Fermi circles of the Rashba gas together give the `σ_y` density `-m a/(2π)`
per unit shift of the Fermi sea along `x`. -/
theorem rashba_edelstein {m a mu kp km : ℝ} (hm : 0 < m) (hmu : 0 < mu)
    (hkp : 0 < kp) (hEp : energy m⁻¹ a 1 kp = mu)
    (hkm : 0 < km) (hEm : energy m⁻¹ a (-1) km = mu) :
    circleResponse m⁻¹ a 1 kp + circleResponse m⁻¹ a (-1) km = -(m * a) / (2 * π) := by
  have hr : 0 < √((m * a) ^ 2 + 2 * m * mu) := Real.sqrt_pos.mpr (by positivity)
  have ep := (fermi_momentum_iff hm hmu (by norm_num)).mp ⟨hkp, hEp⟩
  have em := (fermi_momentum_iff hm hmu (by norm_num)).mp ⟨hkm, hEm⟩
  -- both circles have positive radial velocity
  have vp : 0 < radialVelocity m⁻¹ a 1 kp := by
    rw [radialVelocity_eq hm]
    exact div_pos (by linarith) hm
  have vm : 0 < radialVelocity m⁻¹ a (-1) km := by
    rw [radialVelocity_eq hm]
    exact div_pos (by linarith) hm
  rw [circleResponse_eq _ _ _ _ vp.ne', circleResponse_eq _ _ _ _ vm.ne',
    sign_pos vp, sign_pos vm, ep, em, SignType.coe_one]
  ring
```

## The single cone

For $b=0$, $a=v$ and $s=1$, the velocity is $v>0$ and $k=\mu/v$, which gives the opening result. The Lean identity does not require $\mu>0$, but only then is `k` the radius of a Fermi circle.

```lean
/-- For `v > 0`, a single cone with energy `v k` and Fermi energy `μ` has response `μ/(4πv)`. -/
theorem cone_edelstein {v mu k : ℝ} (hv : 0 < v) (hE : energy 0 v 1 k = mu) :
    circleResponse 0 v 1 k = mu / (4 * π * v) := by
  have hvel : 0 < radialVelocity 0 v 1 k := by
    unfold radialVelocity
    linarith
  have hk : k = mu / v := by
    rw [eq_div_iff hv.ne', ← hE]
    unfold energy
    ring
  rw [circleResponse_eq _ _ _ _ hvel.ne', sign_pos hvel, SignType.coe_one, hk]
  ring
```

## Below the crossing

Let $a>0$ and $-ma^2/2<\mu<0$. The branch $s=+1$ has positive energy for $k>0$, so it has no Fermi circle. The branch $s=-1$ has two, at $k=ma\mp r$ with $r=\sqrt{(ma)^2+2m\mu}$ and $0<r<ma$. Their velocities are $\mp r/m$, so the inner circle contributes with reversed sign:

$$\frac{(ma-r)-(ma+r)}{4\pi}=-\frac{r}{2\pi}.$$

The proof finds the circles by factoring the completed square, then fixes the two velocity signs.

```lean
/-- For `a > 0` and `-m a²/2 < μ < 0` the upper branch has no Fermi circle, the lower branch has
two, and their total response is `-√(m²a² + 2mμ)/(2π)`. -/
theorem rashba_below_crossing {m a mu : ℝ} (hm : 0 < m) (ha : 0 < a)
    (hlo : -(m * a ^ 2) / 2 < mu) (hmu : mu < 0) :
    let r := √((m * a) ^ 2 + 2 * m * mu)
    (∀ k, 0 < k → energy m⁻¹ a 1 k ≠ mu) ∧
    (∀ k, (0 < k ∧ energy m⁻¹ a (-1) k = mu) ↔ (k = m * a - r ∨ k = m * a + r)) ∧
    circleResponse m⁻¹ a (-1) (m * a - r) + circleResponse m⁻¹ a (-1) (m * a + r)
      = -r / (2 * π) := by
  intro r
  have hrad : 0 < (m * a) ^ 2 + 2 * m * mu := by
    have h := mul_pos hm (show 0 < m * a ^ 2 + 2 * mu by linarith)
    linarith [show m * (m * a ^ 2 + 2 * mu) = (m * a) ^ 2 + 2 * m * mu by ring]
  have hr : 0 < r := Real.sqrt_pos.mpr hrad
  have hr2 : r ^ 2 = (m * a) ^ 2 + 2 * m * mu := Real.sq_sqrt hrad.le
  have hma : 0 < m * a := mul_pos hm ha
  have hlt : r < m * a := by
    have := mul_neg_of_pos_of_neg hm hmu
    by_contra hn
    push Not at hn
    nlinarith
  refine ⟨?_, ?_, ?_⟩
  · intro k hk h
    have hpos : 0 < energy m⁻¹ a 1 k := by
      unfold energy
      positivity
    linarith
  · intro k
    rw [energy_eq_iff hm (by norm_num), ← hr2]
    constructor
    · rintro ⟨_, h⟩
      have hz : (k - (m * a - r)) * (k - (m * a + r)) = 0 := by linear_combination h
      rcases mul_eq_zero.mp hz with h1 | h1
      · exact Or.inl (by linarith)
      · exact Or.inr (by linarith)
    · rintro (h | h)
      · exact ⟨by linarith, by rw [h]; ring⟩
      · exact ⟨by linarith, by rw [h]; ring⟩
  · -- the radial velocity is negative on the inner circle and positive on the outer one
    have v1 : radialVelocity m⁻¹ a (-1) (m * a - r) < 0 := by
      rw [radialVelocity_eq hm]
      exact div_neg_of_neg_of_pos (by linarith) hm
    have v2 : 0 < radialVelocity m⁻¹ a (-1) (m * a + r) := by
      rw [radialVelocity_eq hm]
      exact div_pos (by linarith) hm
    rw [circleResponse_eq _ _ _ _ v1.ne, circleResponse_eq _ _ _ _ v2.ne',
      sign_neg v1, sign_pos v2, SignType.coe_neg_one, SignType.coe_one]
    ring

end

end EdelsteinResponse
```

The condition $\mu>0$ therefore matters for the constant value. With $m=a=1$ and $\mu=-3/8$, the radii are $1/2$ and $3/2$, and the response is $-1/(4\pi)$ instead of $-1/(2\pi)$.

A shorter definition of the response would omit $v_s/|v_s|$ and integrate $s\cos^2t$ alone. It gives the same answer for $\mu>0$. Below the crossing it would give $-ma/(2\pi)$ again, a false constancy, because it ignores that the occupied states lie outside the inner circle.

```lean
#print axioms EdelsteinResponse.spinor_eigen
#print axioms EdelsteinResponse.rashba_edelstein
#print axioms EdelsteinResponse.cone_edelstein
#print axioms EdelsteinResponse.rashba_below_crossing
```

```
'EdelsteinResponse.spinor_eigen' depends on axioms: [propext, Classical.choice, Quot.sound]
'EdelsteinResponse.rashba_edelstein' depends on axioms: [propext, Classical.choice, Quot.sound]
'EdelsteinResponse.cone_edelstein' depends on axioms: [propext, Classical.choice, Quot.sound]
'EdelsteinResponse.rashba_below_crossing' depends on axioms: [propext, Classical.choice, Quot.sound]
```
